# A local density functional with $f(0)=0$ that scales as $g^p$ on uniform cubes has $f(c)=f(1)\,c^{1+p/d}$ for $c>0$

## Densities, scaling and cubes

Let $d$ be the dimension of space and $f(t)$ the energy per volume at density $t$. The local functional is $F[n]=\int f(n(x))\,dx$ over $\mathbb R^d$. For a scale $g>0$, the uniformly scaled density is $n_g(x)=g^d\,n(gx)$, which is compressed when $g>1$. The exponent $p$ is a real number that says how the energy responds: $F[n_g]=g^pF[n]$.

```lean
import Mathlib

open MeasureTheory

namespace UniformCoordinateScaling

noncomputable section

variable {d : ℕ} {f : ℝ → ℝ} {p : ℝ}
```

The file loads the mathematical library Mathlib and declares its three recurring symbols. The dimension `d` is a natural number, `f` is a real function of a real variable, and `p` is real. Lean's `f` is defined on the whole line, but the theorems about cubes with $c\ge 0$ and about nonnegative densities use its values only on $[0,\infty)$. Nothing is assumed about continuity or smoothness of `f`.

```lean
/-- The local density functional `F[n] = ∫ f(n(x)) dx` on `d`-dimensional space. -/
def localFunctional (f : ℝ → ℝ) (n : (Fin d → ℝ) → ℝ) : ℝ := ∫ x, f (n x)
```

This is $F[n]=\int f(n(x))\,dx$. The type `Fin d → ℝ` is the space of $d$-tuples of real numbers, so a point `x` is a list of coordinates, and the integral uses ordinary volume. The energy density at a point depends on the density at that point alone, with no gradients.

```lean
/-- The uniformly scaled density `n_g(x) = g^d n(g x)`. -/
def scaleDensity (g : ℝ) (n : (Fin d → ℝ) → ℝ) : (Fin d → ℝ) → ℝ :=
  fun x => g ^ d * n (g • x)
```

This is $n_g(x)=g^d\,n(gx)$. The symbol `•` multiplies a vector by a number, and `fun x => ...` is Lean's way of writing $x\mapsto\dots$.

```lean
/-- The density equal to `c` on the cube with lowest corner `a` and edge `L`, and zero outside. -/
def cubeDensity (a : Fin d → ℝ) (L c : ℝ) : (Fin d → ℝ) → ℝ :=
  (Set.Icc a (fun i => a i + L)).indicator (fun _ => c)
```

`Set.Icc a (fun i => a i + L)` is the closed cube of points with $a_i\le x_i\le a_i+L$ for every coordinate $i$. The `indicator` of a set keeps a function on the set and replaces it by zero elsewhere. The result is a density $c$ on a cube of edge $L$ with lowest corner $a$, and vacuum outside. For $d=1$ the cube is an interval. The sharp faces are an idealisation.

```lean
/-- The local functional of `f` in `d` dimensions acquires the factor `g^p` under uniform scaling
of every density that is constant on a cube and zero outside. -/
def ScalesOnCubes (d : ℕ) (p : ℝ) (f : ℝ → ℝ) : Prop :=
  ∀ g : ℝ, 0 < g → ∀ (a : Fin d → ℝ) (L c : ℝ), 0 < L → 0 ≤ c →
    localFunctional f (scaleDensity g (cubeDensity a L c)) =
      g ^ p * localFunctional f (cubeDensity a L c)
```

A `Prop` is a statement, here given a name so that it can serve as a hypothesis. It says that
$$F[n_g]=g^p\,F[n]$$
for every $g>0$ and every cube density $n$ with $L>0$ and $c\ge 0$. The condition is postulated for the local functional and is not derived from a Hamiltonian. Physically it expresses how an energy responds to compression: the non-interacting kinetic energy, with its two derivatives, has $p=2$, and exchange, with its factor of inverse distance, has $p=1$.

## Moving the scale from coordinates to density

```lean
/-- Uniform scaling can be moved from the coordinates to the density values:
`F[n_g] = g^(-d) ∫ f(g^d n(x)) dx`. -/
theorem localFunctional_scaleDensity (f : ℝ → ℝ) (n : (Fin d → ℝ) → ℝ) {g : ℝ} (hg : 0 < g) :
    localFunctional f (scaleDensity g n) = (g ^ d)⁻¹ * (∫ x, f (g ^ d * n x)) := by
  have h := Measure.integral_comp_smul (volume : Measure (Fin d → ℝ))
    (fun x => f (g ^ d * n x)) g
  have hp : 0 < (g ^ d)⁻¹ := by positivity
  rw [Module.finrank_fin_fun, abs_of_pos hp, smul_eq_mul] at h
  exact h
```

In a Lean theorem, the hypotheses stand before the last colon and the claim after it. Here `hg` is the name of the assumption $g>0$. By hand, substitute $y=gx$, so that $dx=g^{-d}\,dy$:
$$F[n_g]=\int f\big(g^d n(gx)\big)\,dx=g^{-d}\int f\big(g^d n(y)\big)\,dy .$$
The library theorem `Measure.integral_comp_smul` is this substitution. It supplies the factor $|(g^{D})^{-1}|$, where $D$ is the dimension of the space. The tactic `rw` rewrites with known equations: it replaces $D$ by $d$ and removes the absolute value, since $g^{-d}>0$. No integrability is required, because Lean gives a non-integrable function the integral zero; the formula has physical content when the integrals exist.

```lean
/-- Uniform scaling conserves the particle number. -/
theorem particleNumber_scaleDensity (n : (Fin d → ℝ) → ℝ) {g : ℝ} (hg : 0 < g) :
    (∫ x, scaleDensity g n x) = ∫ x, n x := by
  have h : (∫ x, scaleDensity g n x) = (g ^ d)⁻¹ * (∫ x, g ^ d * n x) :=
    localFunctional_scaleDensity (fun t => t) n hg
  have hne : g ^ d ≠ 0 := by positivity
  rw [h, integral_const_mul, inv_mul_cancel_left₀ hne]
```

Taking $f(t)=t$ turns the functional into the particle number. The preceding formula then gives
$$\int n_g(x)\,dx=g^{-d}\int g^d n(x)\,dx=\int n(x)\,dx .$$
The proof follows the same line: `integral_const_mul` takes $g^d$ out of the integral, and the two factors cancel because $g^d\neq 0$.

## The energy of a uniform cube

```lean
/-- If `f(0) = 0`, the local functional of a density equal to `c` on a cube and zero outside is the
volume of the cube times `f(c)`. -/
theorem localFunctional_cubeDensity (h0 : f 0 = 0) (a : Fin d → ℝ) {L : ℝ} (hL : 0 < L) (c : ℝ) :
    localFunctional f (cubeDensity a L c) = L ^ d * f c := by
  -- since `f 0 = 0`, the integrand vanishes outside the cube
  have h : (fun x => f (cubeDensity a L c x)) =
      (Set.Icc a (fun i => a i + L)).indicator (fun _ => f c) := by
    funext x
    by_cases hx : x ∈ Set.Icc a (fun i => a i + L)
    · simp only [cubeDensity, Set.indicator_of_mem hx]
    · simp only [cubeDensity, Set.indicator_of_notMem hx, h0]
  have hle : a ≤ fun i => a i + L := fun i => by
    show a i ≤ a i + L
    linarith
  have hv : (volume : Measure (Fin d → ℝ)).real (Set.Icc a (fun i => a i + L)) = L ^ d := by
    rw [Measure.real, Real.volume_Icc_pi_toReal hle]
    simp
  unfold localFunctional
  rw [h, integral_indicator measurableSet_Icc, setIntegral_const, smul_eq_mul, hv]
```

The hypothesis `h0` is $f(0)=0$: empty space contributes no energy. The integrand is therefore $f(c)$ inside the cube and $0$ outside, and
$$F[n]=\int_{\text{cube}} f(c)\,dx=L^d f(c).$$
The equation `h` in the proof expresses the first statement. The tactic `by_cases` treats points inside and outside separately, and `h0` is used for those outside. The equation `hv` gives the volume $L^d$ as the product of the $d$ edges. The final `rw` restricts the integral to the cube and evaluates it as volume times constant.

```lean
/-- If `f(0) = 0`, the local functional of a uniformly scaled cube density is `(L/g)^d f(g^d c)`. -/
theorem localFunctional_scaled_cube (h0 : f 0 = 0) (a : Fin d → ℝ) {L g : ℝ} (hL : 0 < L)
    (hg : 0 < g) (c : ℝ) :
    localFunctional f (scaleDensity g (cubeDensity a L c)) = (L / g) ^ d * f (g ^ d * c) := by
  have h : (∫ x, f (g ^ d * cubeDensity a L c x)) = L ^ d * f (g ^ d * c) :=
    localFunctional_cubeDensity (f := fun t => f (g ^ d * t)) (by simp [h0]) a hL c
  rw [localFunctional_scaleDensity f _ hg, h, div_pow]
  ring
```

Scaling turns the cube into one of edge $L/g$ and density $g^dc$, so its energy should be $(L/g)^d f(g^dc)$. The proof gets there without describing the new cube. It first moves the scale to the density values and then applies the previous theorem to the function $t\mapsto f(g^dt)$, which also vanishes at $t=0$:
$$F[n_g]=g^{-d}\int f\big(g^dn(x)\big)\,dx=g^{-d}L^d f(g^dc)=\Big(\frac Lg\Big)^d f(g^dc).$$

## One cube fixes the power law

```lean
/-- If `f(0) = 0` and `d ≥ 1`, the scaling law for the unit cube at unit density gives `f(c) = f(1)
c^(1+p/d)` for every `c > 0`. -/
theorem power_law_of_unit_cube (hd : 0 < d) (h0 : f 0 = 0)
    (h : ∀ g : ℝ, 0 < g →
      localFunctional f (scaleDensity g (cubeDensity (0 : Fin d → ℝ) 1 1)) =
        g ^ p * localFunctional f (cubeDensity (0 : Fin d → ℝ) 1 1))
    {c : ℝ} (hc : 0 < c) : f c = f 1 * c ^ (1 + p / d) := by
  have hd' : (d : ℝ) ≠ 0 := by exact_mod_cast hd.ne'
  -- choose the scale that turns unit density into density `c`
  obtain ⟨g, hg, hgd, hgp⟩ : ∃ g : ℝ, 0 < g ∧ g ^ d = c ∧ g ^ p = c ^ (p / d) := by
    refine ⟨c ^ (1 / (d : ℝ)), Real.rpow_pos_of_pos hc _, ?_, ?_⟩
    · rw [← Real.rpow_natCast, ← Real.rpow_mul hc.le, one_div, inv_mul_cancel₀ hd',
        Real.rpow_one]
    · rw [← Real.rpow_mul hc.le]
      congr 1
      ring
  have key := h g hg
  rw [localFunctional_scaled_cube h0 0 one_pos hg 1, localFunctional_cubeDensity h0 0 one_pos 1,
    mul_one, hgd, hgp, one_pow, one_mul, div_pow, one_pow, hgd] at key
  rw [Real.rpow_add hc, Real.rpow_one]
  calc f c = c * (1 / c * f c) := by field_simp
    _ = f 1 * (c * c ^ (p / d)) := by rw [key]; ring
```

This theorem does not ask for scaling on all cubes. Its hypothesis `h` concerns a single density, the unit cube at the origin with density $1$, under every scale $g>0$. It also assumes $f(0)=0$ and $d\ge 1$, the latter written `0 < d`. The conclusion holds for every $c>0$.

By hand, the unit cube has $F[n]=f(1)$, and after scaling it has $F[n_g]=g^{-d}f(g^d)$. The scaling law becomes
$$g^{-d}f(g^d)=g^p f(1).$$
Now choose the scale that turns unit density into density $c$, namely $g=c^{1/d}$. Then $g^d=c$ and $g^p=c^{p/d}$, so
$$\frac1c\,f(c)=c^{p/d}f(1),\qquad\text{that is,}\qquad f(c)=f(1)\,c^{1+p/d}.$$

In the proof, `obtain` introduces this $g$ together with its three properties: it is positive, $g^d=c$, and $g^p=c^{p/d}$. The lines that establish them use the rule $(c^u)^v=c^{uv}$ for real exponents. The equation `key` is the scaling law at this $g$, which the long `rw` brings to the form $\frac1c f(c)=c^{p/d}f(1)$. The closing `calc` block, a chain of equalities, multiplies by $c$.

## From the power law back to scaling

```lean
/-- If `f(0) = 0` and `f(c) = f(1) c^(1+p/d)` for all `c > 0`, then `f(g^d t) = g^d g^p f(t)` at
every density `t ≥ 0`. -/
theorem homogeneous_of_power_law (hd : 0 < d) (h0 : f 0 = 0)
    (hf : ∀ c : ℝ, 0 < c → f c = f 1 * c ^ (1 + p / d)) {g t : ℝ} (hg : 0 < g) (ht : 0 ≤ t) :
    f (g ^ d * t) = g ^ d * g ^ p * f t := by
  have hd' : (d : ℝ) ≠ 0 := by exact_mod_cast hd.ne'
  have hgd : 0 < g ^ d := by positivity
  rcases ht.eq_or_lt with rfl | ht
  · simp [h0]
  · have hpow : (g ^ d) ^ (p / d) = g ^ p := by
      rw [← Real.rpow_natCast, ← Real.rpow_mul hg.le]
      congr 1
      field_simp
    rw [hf (g ^ d * t) (mul_pos hgd ht), hf t ht, Real.mul_rpow hgd.le ht.le,
      Real.rpow_add hgd, Real.rpow_one, hpow]
    ring
```

The converse direction begins with a pointwise statement. Assume $d\ge 1$, $f(0)=0$ and $f(c)=f(1)c^{1+p/d}$ for all $c>0$. For $t>0$,
$$f(g^dt)=f(1)\,(g^d)^{1+p/d}\,t^{1+p/d}=g^d\,g^p\,f(t),$$
because $(g^d)^{p/d}=g^p$. For $t=0$ both sides vanish by $f(0)=0$. The proof makes the same split with `rcases`, and `hpow` is the identity $(g^d)^{p/d}=g^p$.

```lean
/-- If `f(0) = 0` and `f(c) = f(1) c^(1+p/d)` for all `c > 0`, every nonnegative density with
integrable `f(n)` obeys `F[n_g] = g^p F[n]`, and `f(n_g)` is again integrable. -/
theorem scaling_of_power_law (hd : 0 < d) (h0 : f 0 = 0)
    (hf : ∀ c : ℝ, 0 < c → f c = f 1 * c ^ (1 + p / d)) {n : (Fin d → ℝ) → ℝ}
    (hn : ∀ x, 0 ≤ n x) (hint : Integrable (fun x => f (n x))) {g : ℝ} (hg : 0 < g) :
    Integrable (fun x => f (scaleDensity g n x)) ∧
      localFunctional f (scaleDensity g n) = g ^ p * localFunctional f n := by
  have hh : ∀ x, f (g ^ d * n x) = g ^ d * g ^ p * f (n x) :=
    fun x => homogeneous_of_power_law hd h0 hf hg (hn x)
  have hne : g ^ d ≠ 0 := by positivity
  constructor
  · have hs : (fun x => f (scaleDensity g n x)) =
        fun x => g ^ d * g ^ p * f (n (g • x)) := funext fun x => hh (g • x)
    rw [hs]
    exact (hint.comp_smul hg.ne').const_mul _
  · rw [localFunctional_scaleDensity f n hg]
    unfold localFunctional
    simp_rw [hh]
    rw [integral_const_mul, mul_assoc (g ^ d), inv_mul_cancel_left₀ hne]
```

The scaling law now extends well beyond cubes. Keep the assumptions $d\ge 1$, $f(0)=0$ and the power law for $f$, and let $n$ be any nonnegative density for which $f(n(x))$ is integrable. Then
$$F[n_g]=g^{-d}\int f\big(g^dn(x)\big)\,dx=g^{-d}g^dg^p\int f(n(x))\,dx=g^pF[n].$$
The symbol `∧` means "and": the theorem also says that $f(n_g(x))$ is integrable, so the scaled energy is a genuine integral. This follows from $f(n_g(x))=g^dg^pf(n(gx))$, since stretching the coordinates and multiplying by a constant both preserve integrability. The tactic `constructor` splits the claim into these two parts, and `hh` is the pointwise identity used in each.

## The equivalence, and the exponents in three dimensions

```lean
/-- A local functional with `f(0) = 0` scales with the factor `g^p` on all cubes of constant
density exactly when `f(c) = f(1) c^(1+p/d)` for all `c > 0`. -/
theorem scalesOnCubes_iff_power_law (hd : 0 < d) (h0 : f 0 = 0) :
    ScalesOnCubes d p f ↔ ∀ c : ℝ, 0 < c → f c = f 1 * c ^ (1 + p / d) := by
  constructor
  · intro h c hc
    exact power_law_of_unit_cube hd h0
      (fun g hg => h g hg 0 1 1 one_pos zero_le_one) hc
  · intro hf g hg a L c hL hc
    rw [localFunctional_scaled_cube h0 a hL hg c, localFunctional_cubeDensity h0 a hL c,
      homogeneous_of_power_law hd h0 hf hg hc]
    -- the volume shrinks by the factor by which the density grows
    have hvol : (L / g) ^ d * g ^ d = L ^ d := by
      rw [← mul_pow, div_mul_cancel₀ _ hg.ne']
    linear_combination g ^ p * f c * hvol
```

The symbol `↔` means "if and only if". For $d\ge1$ and $f(0)=0$, scaling with the factor $g^p$ on all uniform cubes is equivalent to $f(c)=f(1)c^{1+p/d}$ for all $c>0$.

From left to right, the hypothesis is applied to the unit cube at the origin with density $1$, and the one-cube theorem does the rest. From right to left, the energy of the scaled cube and the pointwise identity give
$$F[n_g]=\Big(\frac Lg\Big)^d f(g^dc)=\Big(\frac Lg\Big)^d g^d g^p f(c)=g^pL^df(c)=g^pF[n].$$
The equation `hvol` is $(L/g)^dg^d=L^d$: the volume shrinks by the factor by which the density grows. The tactic `linear_combination` multiplies it by $g^pf(c)$ and checks that the required equation follows by algebra.

```lean
/-- In three dimensions with `f(0) = 0`, scaling on cubes gives `f(c) = f(1) c^(4/3)` if `p = 1` and
`f(c) = f(1) c^(5/3)` if `p = 2`, for `c > 0`. -/
theorem three_dimensional_exponents (h0 : f 0 = 0) {c : ℝ} (hc : 0 < c) :
    (ScalesOnCubes 3 1 f → f c = f 1 * c ^ (4 / 3 : ℝ)) ∧
      (ScalesOnCubes 3 2 f → f c = f 1 * c ^ (5 / 3 : ℝ)) := by
  have e1 : (1 : ℝ) + 1 / ((3 : ℕ) : ℝ) = 4 / 3 := by norm_num
  have e2 : (1 : ℝ) + 2 / ((3 : ℕ) : ℝ) = 5 / 3 := by norm_num
  constructor
  · intro h
    rw [← e1]
    exact (scalesOnCubes_iff_power_law (by norm_num) h0).1 h c hc
  · intro h
    rw [← e2]
    exact (scalesOnCubes_iff_power_law (by norm_num) h0).1 h c hc

end

end UniformCoordinateScaling
```

For $d=3$ the exponent $1+p/3$ is $4/3$ when $p=1$ and $5/3$ when $p=2$. The theorem states these two implications (`→`) for every $c>0$. The proof computes the exponents in `e1` and `e2` and applies the left-to-right half of the equivalence, written `.1`. The annotation `(4 / 3 : ℝ)` makes the exponent a real number, because division of natural numbers in Lean would round down.

In density functional theory these are the density powers of local exchange and of the Thomas–Fermi kinetic energy, obtained here for functionals whose energy density at a point depends only on the density at that point. Scaling leaves the prefactor $f(1)$ free, including its sign; its value has to come from other physics, such as the uniform electron gas.

```lean
#print axioms UniformCoordinateScaling.particleNumber_scaleDensity
#print axioms UniformCoordinateScaling.localFunctional_scaled_cube
#print axioms UniformCoordinateScaling.scaling_of_power_law
#print axioms UniformCoordinateScaling.three_dimensional_exponents
```

```
'UniformCoordinateScaling.particleNumber_scaleDensity' depends on axioms: [propext, Classical.choice, Quot.sound]
'UniformCoordinateScaling.localFunctional_scaled_cube' depends on axioms: [propext, Classical.choice, Quot.sound]
'UniformCoordinateScaling.scaling_of_power_law' depends on axioms: [propext, Classical.choice, Quot.sound]
'UniformCoordinateScaling.three_dimensional_exponents' depends on axioms: [propext, Classical.choice, Quot.sound]
```
